# For a finite Hermitian matrix, the shooting correction leaves an at most quadratic energy error if the level is visible at the matching point

When I solve a radial Dirac equation by shooting, I pick a trial energy \(E\), integrate outwards and inwards, and scale the two pieces so that the large component is continuous at a matching point. Unless \(E\) is a level, a mismatch remains there: the small component jumps. Up to a constant factor set by the units and the sign convention, the product of this jump and the large component there, divided by the squared norm of the solution, gives a correction to \(E\), and near a level \(L\) the new error seems to scale as \((E-L)^2\).

For a discretised Hamiltonian \(H\), I would write the trial solution as \((H-E)x=e_m\), where \(e_m\) is the unit vector at the matching component \(m\), in the Dirac case the large component at the matching point. Can a quadratic bound on the error of \(E+\operatorname{Re}(x_m)/\|x\|^2\) be proved rigorously and checked by machine, and what must be assumed about the level?

## The corrected energy is a Rayleigh quotient

Yes, for a finite Hermitian matrix, provided that \(L\) has an eigenvector \(v\) with \(v_m\neq0\). Physically, the level must have amplitude at the matching component, or the mismatch carries no information about it.

Write \(\langle a,b\rangle=\sum_i\overline{a_i}\,b_i\) and \(\|a\|^2=\langle a,a\rangle\). Since \(Hx=Ex+e_m\),
\[
\langle x,Hx\rangle=E\|x\|^2+\overline{x_m}.
\]
The solution is nonzero because its residual is. Taking real parts and dividing by \(\|x\|^2\) shows that the corrected energy
\[
E'=E+\frac{\operatorname{Re}x_m}{\|x\|^2}
\]
is the Rayleigh quotient of \(x\).

If \(Hu=\varepsilon u\), hermiticity gives
\[
\langle u,(H-E)x\rangle=(\varepsilon-E)\langle u,x\rangle .
\]
For \(u=v\) the left side is \(\overline{v_m}\), so by Cauchy–Schwarz
\[
|v_m|^2=(E-L)^2|\langle v,x\rangle|^2\le(E-L)^2\|v\|^2\|x\|^2 .
\]
The trial solution therefore grows at least as fast as \(1/|E-L|\) near the level.

Now take an orthonormal eigenbasis \(u_k\) with energies \(\varepsilon_k\), and set \(c_k=\langle u_k,x\rangle\) and \(b_k=\langle u_k,e_m\rangle=(\varepsilon_k-E)c_k\). The Rayleigh quotient gives
\[
(E'-L)\|x\|^2=\sum_k(\varepsilon_k-L)|c_k|^2 .
\]
Terms with \(\varepsilon_k=L\) vanish, even if the level is degenerate. Choose \(d>0\) such that every other level satisfies \(|\varepsilon_k-L|\ge2d\); if there is no other level, any \(d>0\) will do. For \(|E-L|<d\) we have \(|\varepsilon_k-E|\ge|\varepsilon_k-L|/2\), hence
\[
|\varepsilon_k-L|\,|c_k|^2=\frac{|\varepsilon_k-L|\,|b_k|^2}{|\varepsilon_k-E|^2}\le\frac{4|b_k|^2}{|\varepsilon_k-L|}.
\]
Let \(K\) be the sum of these bounds over \(\varepsilon_k\ne L\). Then
\[
|E'-L|\le\frac{K}{\|x\|^2}\le\frac{K\|v\|^2}{|v_m|^2}(E-L)^2 .
\]
For \(0<|E-L|<d\), \(E\) is not an eigenvalue. Thus \(H-E\) is injective, and in finite dimension bijective, so \(x\) exists and is unique.

## Two matrices that test the bound

For \(H=\begin{pmatrix}0&1\\1&0\end{pmatrix}\), match at the first component. The level \(L=1\) has normalised eigenvector \((1,1)/\sqrt2\). Solving gives \(x=(E,1)/(1-E^2)\) for \(E^2\ne1\), so
\[
E'-1=\frac{2E}{E^2+1}-1=-\frac{(E-1)^2}{E^2+1}.
\]
The order two is attained.

For \(H=\operatorname{diag}(0,1)\), match at the second component. The eigenvector \((1,0)\) of the level \(0\) vanishes there. For \(E\ne0,1\), \(x=(0,1/(1-E))\) and \(E'=1\), however close \(E\) is to \(0\).

A tempting slip is to normalise \(x\) and keep the same formula. Rescaling \(x\) also rescales the residual, which must stay equal to one. With a unit-norm \(x\), the formula would add \(\operatorname{Re}(x_m)/\|x\|\) in terms of the original solution, and this does not tend to zero as \(E\to L\) when \(v_m\ne0\).

## What the Lean statement says

The finite type `n` labels the discretised components; for a Dirac problem it can include both large and small ones. `IsTrialSolution H m E x` is the equation \((H-E)x=e_m\), `sqNorm` is \(\|x\|^2\), and `correctedEnergy` is \(E'\). The matrix and vectors are complex, while `E` and `L` are real.

`shooting_correction_quadratic` assumes `H.IsHermitian`, the eigenvalue equation for `v`, and `v m ≠ 0`. It provides positive `C` and `d`, chosen before `E`, such that every `E` with `0 < |E - L|` and `|E - L| < d` has exactly one trial solution, which obeys the quadratic bound. No lower bound on the spectrum independent of the grid is needed, so the proof does not have to treat negative-energy Dirac states separately.

The norm has no quadrature weights or overlap matrix, so the discretisation must be expressed in an orthonormal basis. The theorem concerns one correction at fixed matrix size: it does not treat the continuum limit, the integration error, or constants uniform in the grid. Within this finite model, it supports using the matching defect to refine a trial energy that is already close to a level with nonzero amplitude at the matching component.

```lean
import Mathlib

open Matrix

namespace ShootingCorrection

noncomputable section

variable {n : Type*} [Fintype n] [DecidableEq n]

/-- The squared norm of a discretised wave function. -/
def sqNorm (x : n → ℂ) : ℝ := ∑ i, ‖x i‖ ^ 2

/-- The trial solution `x` at energy `E` satisfies the eigenvalue equation except at the
matching component `m`, where the residual is one. -/
def IsTrialSolution (H : Matrix n n ℂ) (m : n) (E : ℝ) (x : n → ℂ) : Prop :=
  H *ᵥ x - (E : ℂ) • x = Pi.single m 1

/-- The trial energy plus the shooting correction `Re x_m / ‖x‖²`. -/
def correctedEnergy (m : n) (E : ℝ) (x : n → ℂ) : ℝ := E + (x m).re / sqNorm x

private lemma star_mul_self_eq (z : ℂ) : star z * z = (‖z‖ : ℂ) ^ 2 := Complex.conj_mul' z

omit [DecidableEq n] in
private lemma star_dot_self (x : n → ℂ) : star x ⬝ᵥ x = (sqNorm x : ℂ) := by
  simp only [dotProduct, sqNorm, Pi.star_apply]
  push_cast
  exact Finset.sum_congr rfl fun i _ => star_mul_self_eq (x i)

private lemma star_dot_single (x : n → ℂ) (m : n) :
    star x ⬝ᵥ Pi.single m 1 = star (x m) := by simp

omit [DecidableEq n] in
private lemma eq_zero_of_sqNorm {x : n → ℂ} (h : sqNorm x = 0) : x = 0 := by
  funext i
  have := (Finset.sum_eq_zero_iff_of_nonneg (s := Finset.univ) (f := fun i => ‖x i‖ ^ 2)
    (fun i _ => sq_nonneg _)).1 h i (Finset.mem_univ i)
  simpa using this

/-- The corrected energy is the real part of the Rayleigh quotient of the trial solution. -/
theorem correctedEnergy_eq_rayleigh {H : Matrix n n ℂ} {m : n} {E : ℝ} {x : n → ℂ}
    (hx : IsTrialSolution H m E x) :
    correctedEnergy m E x = (star x ⬝ᵥ H *ᵥ x).re / sqNorm x := by
  have hx' : H *ᵥ x - (E : ℂ) • x = Pi.single m 1 := hx
  have hN : sqNorm x ≠ 0 := by
    intro h
    rw [eq_zero_of_sqNorm h] at hx'
    have := congrFun hx' m
    simp at this
  have hr : (star (x m)).re = (x m).re := rfl
  rw [correctedEnergy, sub_eq_iff_eq_add.1 hx', dotProduct_add, star_dot_single,
    dotProduct_smul, star_dot_self, smul_eq_mul, ← Complex.ofReal_mul, Complex.add_re,
    Complex.ofReal_re, hr, add_div, mul_div_cancel_right₀ _ hN, add_comm]

omit [DecidableEq n] in
/-- For a Hermitian `H`, the overlap of an eigenvector with `(H - E) x` is its overlap with `x`
times the difference, eigenvalue minus `E`. -/
theorem overlap_residual {H : Matrix n n ℂ} (hH : H.IsHermitian) {u : n → ℂ} {e : ℝ}
    (hu : H *ᵥ u = (e : ℂ) • u) (E : ℝ) (x : n → ℂ) :
    star u ⬝ᵥ (H *ᵥ x - (E : ℂ) • x) = ((e : ℂ) - E) * (star u ⬝ᵥ x) := by
  have h1 : star u ᵥ* H = (e : ℂ) • star u := by
    have h := Matrix.star_mulVec H u
    rw [hu, hH.eq] at h
    rw [← h]
    ext i
    simp [mul_comm]
  rw [dotProduct_sub, dotProduct_smul, Matrix.dotProduct_mulVec, h1, smul_dotProduct]
  simp only [smul_eq_mul]
  ring

/-- The squared norm of the trial solution is at least `|v_m|² / ((E - L)² ‖v‖²)`,
written without division, for an eigenvector `v` with eigenvalue `L`. -/
theorem trial_norm_growth {H : Matrix n n ℂ} (hH : H.IsHermitian) {v : n → ℂ} {L : ℝ}
    (hv : H *ᵥ v = (L : ℂ) • v) {m : n} {E : ℝ} {x : n → ℂ}
    (hx : IsTrialSolution H m E x) :
    ‖v m‖ ^ 2 ≤ (E - L) ^ 2 * sqNorm v * sqNorm x := by
  have hx' : H *ᵥ x - (E : ℂ) • x = Pi.single m 1 := hx
  have h := overlap_residual hH hv E x
  rw [hx', star_dot_single] at h
  have hn : ‖v m‖ = |L - E| * ‖star v ⬝ᵥ x‖ := by
    rw [← norm_star (v m), h, norm_mul, ← Complex.ofReal_sub, Complex.norm_real,
      Real.norm_eq_abs]
  -- Cauchy-Schwarz for the overlap
  have h1 : ‖star v ⬝ᵥ x‖ ≤ ∑ i, ‖v i‖ * ‖x i‖ := by
    change ‖∑ i, star v i * x i‖ ≤ _
    refine (norm_sum_le _ _).trans (le_of_eq (Finset.sum_congr rfl fun i _ => ?_))
    rw [norm_mul, Pi.star_apply, norm_star]
  have cs : ‖star v ⬝ᵥ x‖ ^ 2 ≤ sqNorm v * sqNorm x :=
    (pow_le_pow_left₀ (norm_nonneg _) h1 2).trans (Finset.sum_mul_sq_le_sq_mul_sq _ _ _)
  rw [hn, mul_pow, sq_abs]
  nlinarith [mul_le_mul_of_nonneg_left cs (sq_nonneg (L - E))]

/-- A Hermitian matrix has eigenvectors, with real eigenvalues, in which every scalar
product can be expanded. -/
theorem spectral_resolution {H : Matrix n n ℂ} (hH : H.IsHermitian) :
    ∃ (u : n → n → ℂ) (e : n → ℝ), (∀ k, H *ᵥ u k = (e k : ℂ) • u k) ∧
      ∀ x y, star x ⬝ᵥ y = ∑ k, star (star (u k) ⬝ᵥ x) * (star (u k) ⬝ᵥ y) := by
  refine ⟨fun k => (hH.eigenvectorBasis k).ofLp, hH.eigenvalues, fun k => ?_, fun x y => ?_⟩
  · refine (hH.mulVec_eigenvectorBasis k).trans ?_
    ext i
    simp
  · have hi : ∀ a b : EuclideanSpace ℂ n, inner ℂ a b = star a.ofLp ⬝ᵥ b.ofLp :=
      fun a b => by rw [EuclideanSpace.inner_eq_star_dotProduct, dotProduct_comm]
    have h := hH.eigenvectorBasis.sum_inner_mul_inner (WithLp.toLp 2 x) (WithLp.toLp 2 y)
    simp only [hi] at h
    refine h.symm.trans (Finset.sum_congr rfl fun k _ => ?_)
    rw [← Matrix.star_dotProduct]

omit [DecidableEq n] in
private lemma exists_gap (e : n → ℝ) (L : ℝ) :
    ∃ d > 0, ∀ k, e k ≠ L → 2 * d ≤ |e k - L| := by
  classical
  rcases (Finset.univ.filter fun k => e k ≠ L).eq_empty_or_nonempty with h | h
  · refine ⟨1, one_pos, fun k hk => ?_⟩
    have : k ∈ Finset.univ.filter fun k => e k ≠ L := by simp [hk]
    rw [h] at this
    simp at this
  · obtain ⟨j, hj, hmin⟩ := Finset.exists_min_image _ (fun k => |e k - L|) h
    have hj' : e j ≠ L := (Finset.mem_filter.1 hj).2
    refine ⟨|e j - L| / 2, half_pos (abs_pos.2 (sub_ne_zero.2 hj')), fun k hk => ?_⟩
    have := hmin k (by simp [hk])
    linarith

/-- Let a Hermitian matrix have an eigenvalue `L` with an eigenvector that does not vanish at the
matching component. For every `E` close to but different from `L`, the trial solution exists and is
unique, and the error of the corrected energy is at most a constant times `(E - L)²`. -/
theorem shooting_correction_quadratic {H : Matrix n n ℂ} (hH : H.IsHermitian) {L : ℝ}
    {v : n → ℂ} (hv : H *ᵥ v = (L : ℂ) • v) {m : n} (hm : v m ≠ 0) :
    ∃ C > 0, ∃ d > 0, ∀ E : ℝ, 0 < |E - L| → |E - L| < d →
      (∃! x, IsTrialSolution H m E x) ∧
      ∀ x, IsTrialSolution H m E x → |correctedEnergy m E x - L| ≤ C * (E - L) ^ 2 := by
  obtain ⟨u, e, hu, hP⟩ := spectral_resolution hH
  obtain ⟨d, hd, hgap⟩ := exists_gap e L
  have hpars : ∀ x, sqNorm x = ∑ k, ‖star (u k) ⬝ᵥ x‖ ^ 2 := by
    intro x
    apply Complex.ofReal_injective
    rw [← star_dot_self, hP x x]
    push_cast
    exact Finset.sum_congr rfl fun k _ => star_mul_self_eq _
  have hV : 0 ≤ sqNorm v := Finset.sum_nonneg fun i _ => sq_nonneg _
  have hw : 0 < ‖v m‖ ^ 2 := pow_pos (norm_pos_iff.2 hm) 2
  obtain ⟨K, hK⟩ : ∃ K : ℝ, K = ∑ k, 4 * ‖star (u k) ⬝ᵥ (Pi.single m 1 : n → ℂ)‖ ^ 2 /
    |e k - L| := ⟨_, rfl⟩
  have hK0 : 0 ≤ K := by
    rw [hK]
    exact Finset.sum_nonneg fun k _ => by positivity
  refine ⟨K * sqNorm v / ‖v m‖ ^ 2 + 1, by positivity, d, hd, fun E hE0 hEd => ⟨?_, ?_⟩⟩
  · -- E is not an eigenvalue, so H - E is injective and hence surjective
    have hE : ∀ k, e k ≠ E := by
      intro k h
      by_cases hk : e k = L
      · rw [← h, hk] at hE0
        simp at hE0
      · have := hgap k hk
        rw [h] at this
        linarith
    let f : (n → ℂ) →ₗ[ℂ] (n → ℂ) := H.mulVecLin - (E : ℂ) • LinearMap.id
    have hinj : Function.Injective f := by
      rw [injective_iff_map_eq_zero]
      intro x hx
      have hx' : H *ᵥ x - (E : ℂ) • x = 0 := hx
      apply eq_zero_of_sqNorm
      rw [hpars]
      refine Finset.sum_eq_zero fun k _ => ?_
      have h := overlap_residual hH (hu k) E x
      rw [hx', dotProduct_zero] at h
      have hc := (mul_eq_zero.1 h.symm).resolve_left
        (fun h0 => hE k (by exact_mod_cast sub_eq_zero.1 h0))
      simp [hc]
    obtain ⟨x, hx⟩ := LinearMap.injective_iff_surjective.1 hinj (Pi.single m 1)
    refine ⟨x, hx, fun y hy => ?_⟩
    have hy' : f y = Pi.single m 1 := hy
    exact hinj (hy'.trans hx.symm)
  · intro x hx
    have hx' : H *ᵥ x - (E : ℂ) • x = Pi.single m 1 := hx
    have hlow := trial_norm_growth hH hv hx
    have hN : 0 < sqNorm x := by
      refine lt_of_le_of_ne (Finset.sum_nonneg fun i _ => sq_nonneg _) fun h => ?_
      rw [← h, mul_zero] at hlow
      linarith
    -- spectral form of the matching component
    have hxm : star (x m) = ((∑ k, (e k - E) * ‖star (u k) ⬝ᵥ x‖ ^ 2 : ℝ) : ℂ) := by
      rw [← star_dot_single x m, hP x (Pi.single m 1)]
      push_cast
      refine Finset.sum_congr rfl fun k _ => ?_
      rw [← hx', overlap_residual hH (hu k)]
      linear_combination ((e k : ℂ) - E) * star_mul_self_eq (star (u k) ⬝ᵥ x)
    have hre : (x m).re = ∑ k, (e k - E) * ‖star (u k) ⬝ᵥ x‖ ^ 2 := by
      calc (x m).re = (star (x m)).re := rfl
        _ = _ := by rw [hxm, Complex.ofReal_re]
    have hsum : (E - L) * sqNorm x + (x m).re =
        ∑ k, (e k - L) * ‖star (u k) ⬝ᵥ x‖ ^ 2 := by
      rw [hre, hpars, Finset.mul_sum, ← Finset.sum_add_distrib]
      exact Finset.sum_congr rfl fun k _ => by ring
    -- the other levels contribute a bounded amount
    have hS : |∑ k, (e k - L) * ‖star (u k) ⬝ᵥ x‖ ^ 2| ≤ K := by
      rw [hK]
      refine (Finset.abs_sum_le_sum_abs _ _).trans (Finset.sum_le_sum fun k _ => ?_)
      by_cases hk : e k = L
      · simp [hk]
      have hg : 0 < |e k - L| := abs_pos.2 (sub_ne_zero.2 hk)
      have hb : ‖star (u k) ⬝ᵥ (Pi.single m 1 : n → ℂ)‖ =
          |e k - E| * ‖star (u k) ⬝ᵥ x‖ := by
        rw [← hx', overlap_residual hH (hu k), norm_mul, ← Complex.ofReal_sub,
          Complex.norm_real, Real.norm_eq_abs]
      have h2 : |e k - L| ≤ 2 * |e k - E| := by
        linarith [abs_sub_le (e k) E L, hgap k hk]
      have h3 := pow_le_pow_left₀ hg.le h2 2
      rw [abs_mul, abs_of_nonneg (sq_nonneg ‖star (u k) ⬝ᵥ x‖), le_div_iff₀ hg, hb]
      nlinarith [mul_le_mul_of_nonneg_right h3 (sq_nonneg ‖star (u k) ⬝ᵥ x‖)]
    have hq : correctedEnergy m E x - L =
        (∑ k, (e k - L) * ‖star (u k) ⬝ᵥ x‖ ^ 2) / sqNorm x := by
      rw [eq_div_iff hN.ne', correctedEnergy]
      have h := div_mul_cancel₀ (x m).re hN.ne'
      linear_combination h + hsum
    rw [hq, abs_div, abs_of_pos hN, div_le_iff₀ hN]
    have h4 := mul_le_mul_of_nonneg_left hlow (div_nonneg hK0 hw.le)
    rw [div_mul_cancel₀ K hw.ne'] at h4
    have h5 : 0 ≤ (E - L) ^ 2 * sqNorm x := by positivity
    have h6 : (K * sqNorm v / ‖v m‖ ^ 2 + 1) * (E - L) ^ 2 * sqNorm x =
        K / ‖v m‖ ^ 2 * ((E - L) ^ 2 * sqNorm v * sqNorm x) + (E - L) ^ 2 * sqNorm x := by
      ring
    linarith

/-- For two coupled levels with eigenvector `(1, 1)` at energy one, the error of the
corrected energy is exactly `-(E - 1)² / (E² + 1)`. -/
theorem two_level_exact_error :
    (!![0, 1; 1, 0] : Matrix (Fin 2) (Fin 2) ℂ) *ᵥ ![1, 1] = ((1 : ℝ) : ℂ) • ![1, 1] ∧
    ∀ (E : ℝ) (x : Fin 2 → ℂ), IsTrialSolution !![0, 1; 1, 0] 0 E x →
      correctedEnergy 0 E x - 1 = -(E - 1) ^ 2 / (E ^ 2 + 1) := by
  constructor
  · ext i
    fin_cases i <;> simp [Matrix.mulVec, dotProduct, Fin.sum_univ_two]
  intro E x hx
  have e0 : x 1 - E * x 0 = 1 := by
    simpa [Matrix.mulVec, dotProduct, Fin.sum_univ_two] using congrFun hx 0
  have e1 : x 0 - E * x 1 = 0 := by
    simpa [Matrix.mulVec, dotProduct, Fin.sum_univ_two] using congrFun hx 1
  obtain ⟨s, hs⟩ : ∃ s : ℝ, s = 1 - E ^ 2 := ⟨_, rfl⟩
  have k : (s : ℂ) * x 1 = 1 := by
    rw [hs]
    push_cast
    linear_combination e0 + E * e1
  have hs0 : s ≠ 0 := by
    rintro rfl
    simp at k
  have x1 : x 1 = ((s⁻¹ : ℝ) : ℂ) := by
    rw [Complex.ofReal_inv]
    exact eq_inv_of_mul_eq_one_right k
  have x0 : x 0 = ((E * s⁻¹ : ℝ) : ℂ) := by
    rw [Complex.ofReal_mul, ← x1]
    linear_combination e1
  have hE : E ^ 2 + 1 ≠ 0 := by positivity
  have hq : E * s⁻¹ / ((E * s⁻¹) ^ 2 + s⁻¹ ^ 2) = E * s / (E ^ 2 + 1) := by
    have h : (E * s⁻¹) ^ 2 + s⁻¹ ^ 2 = (E ^ 2 + 1) * s⁻¹ ^ 2 := by ring
    rw [h]
    field_simp
  simp only [correctedEnergy, sqNorm, Fin.sum_univ_two, x0, x1, Complex.ofReal_re,
    Complex.norm_real, Real.norm_eq_abs, sq_abs]
  rw [hq, hs, eq_div_iff hE, sub_mul, add_mul, div_mul_cancel₀ _ hE]
  ring

/-- For uncoupled levels at energies zero and one, the eigenvector at energy zero vanishes
at the second component, and matching there gives the corrected energy one for every
nonzero trial energy that admits a trial solution. -/
theorem vanishing_component_fails :
    (!![0, 0; 0, 1] : Matrix (Fin 2) (Fin 2) ℂ) *ᵥ ![1, 0] = ((0 : ℝ) : ℂ) • ![1, 0] ∧
    ∀ (E : ℝ) (x : Fin 2 → ℂ), E ≠ 0 → IsTrialSolution !![0, 0; 0, 1] 1 E x →
      correctedEnergy 1 E x = 1 := by
  constructor
  · ext i
    fin_cases i <;> simp [Matrix.mulVec, dotProduct, Fin.sum_univ_two]
  intro E x hE hx
  have x0 : x 0 = 0 := by
    have h := congrFun hx 0
    simpa [Matrix.mulVec, dotProduct, Fin.sum_univ_two, hE] using h
  have e1 : x 1 - E * x 1 = 1 := by
    simpa [Matrix.mulVec, dotProduct, Fin.sum_univ_two] using congrFun hx 1
  obtain ⟨s, hs⟩ : ∃ s : ℝ, s = 1 - E := ⟨_, rfl⟩
  have k : (s : ℂ) * x 1 = 1 := by
    rw [hs]
    push_cast
    linear_combination e1
  have hs0 : s ≠ 0 := by
    rintro rfl
    simp at k
  have x1 : x 1 = ((s⁻¹ : ℝ) : ℂ) := by
    rw [Complex.ofReal_inv]
    exact eq_inv_of_mul_eq_one_right k
  have hq : s⁻¹ / (0 ^ 2 + s⁻¹ ^ 2) = s := by
    have h : (0 : ℝ) ^ 2 + s⁻¹ ^ 2 = s⁻¹ * s⁻¹ := by ring
    rw [h, div_mul_cancel_left₀ (inv_ne_zero hs0), inv_inv]
  simp only [correctedEnergy, sqNorm, Fin.sum_univ_two, x0, x1, Complex.ofReal_re,
    Complex.norm_real, Real.norm_eq_abs, sq_abs, norm_zero]
  rw [hq, hs]
  ring

end

end ShootingCorrection
```

```lean
#print axioms ShootingCorrection.correctedEnergy_eq_rayleigh
#print axioms ShootingCorrection.shooting_correction_quadratic
#print axioms ShootingCorrection.two_level_exact_error
#print axioms ShootingCorrection.vanishing_component_fails
```

```
'ShootingCorrection.correctedEnergy_eq_rayleigh' depends on axioms: [propext, Classical.choice, Quot.sound]
'ShootingCorrection.shooting_correction_quadratic' depends on axioms: [propext, Classical.choice, Quot.sound]
'ShootingCorrection.two_level_exact_error' depends on axioms: [propext, Classical.choice, Quot.sound]
'ShootingCorrection.vanishing_component_fails' depends on axioms: [propext, Classical.choice, Quot.sound]
```

## How the proof follows the calculation

`correctedEnergy_eq_rayleigh` substitutes the trial equation into the scalar product; it is proved separately and the main theorem does not use it. `overlap_residual` moves `H` onto the eigenvector, and `trial_norm_growth` combines that identity with Cauchy–Schwarz. `spectral_resolution` extracts the eigenbasis from Mathlib, while `exists_gap` finds the nearest other level by minimising over a finite set.

In the main theorem, `hpars` is Parseval's identity and `hinj` shows that \(H-E\) is injective; `LinearMap.injective_iff_surjective` then supplies the solution. `hsum` is the spectral formula for \((E'-L)\|x\|^2\), obtained by expanding \(x_m\) and \(\|x\|^2\) in the eigenbasis, and `hS` bounds it by `K`, treating \(\varepsilon_k=L\) separately. Lean's `K` runs over all `k`, but division by zero returns zero, so it agrees with the sum above. The final steps insert the growth bound `hlow`; the extra `+ 1` in the constant only makes it strictly positive.

The theorems `two_level_exact_error` and `vanishing_component_fails` solve the two component equations of each example and simplify the resulting fractions.
